# Each normalised Fermi–Dirac integral of positive integer order has the next lower one as its derivative

Measure energy ε from the band edge and chemical potential μ from the same zero, both in units of k_B T: x = ε/(k_B T) and η = μ/(k_B T). The Fermi occupation of a level is

f(η, x) = 1/(exp(x − η) + 1).

For a natural number j, including zero, take the density of states x^j/j! on x > 0. The reduced particle density and the reduced grand-canonical pressure of the ideal Fermi gas are then

F_j(η) = (1/j!) ∫₀^∞ x^j f(η, x) dx

P_j(η) = (1/j!) ∫₀^∞ x^j log(1 + exp(η − x)) dx.

Factors of temperature and volume are left out, and a prime on F_j or P_j means d/dη at fixed temperature. Index 0 describes free particles with parabolic dispersion in two dimensions, and index 2 massless particles in three. The parabolic band in three dimensions has index 1/2 and is not covered.

## From pressure to density to compressibility

The claim is that the integrand of F_j is integrable for every real η, and that

F_(j+1)′(η) = F_j(η), P_j(η) = F_(j+1)(η).

**Bounds.** Since exp(x − η) + 1 > exp(x − η), we have 0 < f < exp(η) exp(−x). Also 0 < f < 1, so 0 < f(1 − f) < f. Finally, log(1 + u) ≤ u for u > 0 gives log(1 + exp(η − x)) ≤ exp(η) exp(−x). All three quantities lie below the Boltzmann factor. Because ∫₀^∞ x^j exp(−x) dx = j! is finite, each of them is integrable against x^j.

**Derivatives.** From 1 − f = exp(x − η)/(exp(x − η) + 1) follow

∂f/∂x = −exp(x − η)/(exp(x − η) + 1)² = −f(1 − f)

∂f/∂η = f(1 − f)

∂/∂x log(1 + exp(η − x)) = −exp(η − x)/(1 + exp(η − x)) = −f.

**Integration by parts.** Let w′(x) = −v(x), with both functions bounded by a multiple of exp(−x). Then

d/dx [x^(j+1) w] = (j + 1) x^j w − x^(j+1) v.

The bracket vanishes at x = 0 because j + 1 ≥ 1, and at infinity because the exponential beats the power. Integrating gives

∫₀^∞ x^(j+1) v dx = (j + 1) ∫₀^∞ x^j w dx.

**The ladder.** For all t < η + 1, the t-derivative of x^(j+1) f(t, x) is at most exp(η + 1) x^(j+1) exp(−x), an integrable function independent of t. We may therefore differentiate under the integral, and then integrate by parts with w = f and v = f(1 − f):

F_(j+1)′(η) = (1/(j+1)!) ∫₀^∞ x^(j+1) f(1 − f) dx = ((j + 1)/(j+1)!) ∫₀^∞ x^j f dx = F_j(η).

**The pressure.** The same integration by parts with w = log(1 + exp(η − x)) and v = f gives

F_(j+1)(η) = ((j + 1)/(j+1)!) ∫₀^∞ x^j log(1 + exp(η − x)) dx = P_j(η).

Hence P_j′ = F_j, the density, and P_(j+1)″ = F_j. The second derivative is the response of the density to the chemical potential, which enters the isothermal compressibility (1/n²)(∂n/∂μ)_T, where n is the particle density.

**The lowest rung.** For j = 0 the integrand is itself an exact derivative:

F_0(η) = [−log(1 + exp(η − x))]₀^∞ = log(1 + exp(η))

F_0′(η) = exp(η)/(1 + exp(η)) = f(η, 0).

The ladder ends at the occupation of the band edge.

For non-interacting electrons with such an integer power-law density of states, a program can thus obtain the density response without a finite difference: from the next lower Fermi integral if the index is at least 1, and from the band-edge occupation if it is 0.

## Occupation, density and pressure in Lean

```lean
import Mathlib

open MeasureTheory Set Filter Topology

namespace FermiDiracLadder

noncomputable section
```

The chemical potential is the first argument of `occupation` and the energy the second.

```lean
/-- Fermi occupation of a level at reduced energy `x` for reduced chemical potential `η`. -/
def occupation (η x : ℝ) : ℝ := 1 / (Real.exp (x - η) + 1)
```

The order `j` has type `ℕ`, and `Ioi (0 : ℝ)` is the open half line x > 0.

```lean
/-- The Fermi-Dirac integral `F_j(η)`: the reduced particle density of a Fermi gas whose
density of states is `x ^ j / j!` for `x > 0`. -/
def fermiIntegral (j : ℕ) (η : ℝ) : ℝ :=
  1 / (j.factorial : ℝ) * ∫ x in Ioi (0 : ℝ), x ^ j * occupation η x
```

The pressure has its own definition through the logarithm of each level's partition function. Its equality with a Fermi integral is therefore a theorem. The grand-canonical formula itself is the physical input.

```lean
/-- The reduced grand-canonical pressure of the Fermi gas with density of states `x ^ j / j!`:
each level contributes the logarithm of its partition function. -/
def pressure (j : ℕ) (η : ℝ) : ℝ :=
  1 / (j.factorial : ℝ) * ∫ x in Ioi (0 : ℝ), x ^ j * Real.log (1 + Real.exp (η - x))
```

## Boltzmann bounds and derivatives of one level

The first lemma bounds f and f(1 − f). After the denominator is cleared, the bound on f reads 1 ≤ 1 + exp(η) exp(−x); the second bound follows from f − f² ≤ f.

```lean
/-- The occupation `f` and its fluctuation `f (1 - f)` are bounded by the Boltzmann factor. -/
theorem occupation_bounds (η x : ℝ) :
    |occupation η x| ≤ Real.exp η * Real.exp (-x) ∧
    |occupation η x * (1 - occupation η x)| ≤ Real.exp η * Real.exp (-x) := by
  have h := Real.exp_pos (x - η)
  have h1 : 0 < occupation η x := by unfold occupation; positivity
  have h2 : occupation η x < 1 := by
    unfold occupation
    rw [div_lt_one (by positivity)]
    linarith
  have h3 : occupation η x ≤ Real.exp η * Real.exp (-x) := by
    have hm : Real.exp η * Real.exp (-x) * Real.exp (x - η) = 1 := by
      rw [← Real.exp_add, ← Real.exp_add, show η + -x + (x - η) = 0 by ring, Real.exp_zero]
    unfold occupation
    rw [div_le_iff₀ (by positivity)]
    nlinarith [mul_pos (Real.exp_pos η) (Real.exp_pos (-x))]
  refine ⟨by rwa [abs_of_pos h1], ?_⟩
  rw [abs_of_pos (mul_pos h1 (sub_pos.2 h2))]
  nlinarith [sq_nonneg (occupation η x)]
```

`HasDerivAt g g' x` says that g is differentiable at x with derivative g'. The quotient rule gives the energy derivative. The other derivative follows by the chain rule, since f depends only on x − η.

```lean
/-- The occupation falls with energy, and rises with chemical potential, at the rate
`f (1 - f)`. -/
theorem hasDerivAt_occupation (η x : ℝ) :
    HasDerivAt (occupation η) (-(occupation η x * (1 - occupation η x))) x ∧
    HasDerivAt (fun t => occupation t x) (occupation η x * (1 - occupation η x)) η := by
  have energy : ∀ a b : ℝ,
      HasDerivAt (occupation a) (-(occupation a b * (1 - occupation a b))) b := by
    intro a b
    have hne : Real.exp (b - a) + 1 ≠ 0 := by positivity
    have h : HasDerivAt (fun y => Real.exp (y - a) + 1) (Real.exp (b - a)) b :=
      (((hasDerivAt_id' b).sub_const a).exp.add_const 1).congr_deriv (mul_one _)
    refine ((hasDerivAt_const b (1 : ℝ)).fun_div h hne).congr_deriv ?_
    unfold occupation
    simp only [div_eq_mul_inv, ← inv_pow]
    linear_combination (-(Real.exp (b - a) + 1)⁻¹) * mul_inv_cancel₀ hne
  refine ⟨energy η x, ?_⟩
  -- only the difference of energy and chemical potential matters
  have e : ∀ a b : ℝ, occupation a b = occupation 0 (b - a) := by
    intro a b
    simp [occupation]
  have h := (energy 0 (x - η)).comp η ((hasDerivAt_id' η).const_sub x)
  have h2 : HasDerivAt (fun t => occupation t x) _ η :=
    h.congr_of_eventuallyEq (Eventually.of_forall fun t => e t x)
  refine h2.congr_deriv ?_
  rw [e η x]
  ring
```

The logarithm is treated likewise. Its bound comes from log y ≤ y − 1 at y = 1 + exp(η − x).

```lean
/-- The logarithm of the partition function of one level has energy derivative minus the
occupation, and it is bounded by the Boltzmann factor. -/
theorem log_partition (η x : ℝ) :
    HasDerivAt (fun y => Real.log (1 + Real.exp (η - y))) (-occupation η x) x ∧
    |Real.log (1 + Real.exp (η - x))| ≤ Real.exp η * Real.exp (-x) := by
  have hE := Real.exp_pos (η - x)
  constructor
  · have hne : 1 + Real.exp (η - x) ≠ 0 := by positivity
    have hm : Real.exp (η - x) * Real.exp (x - η) = 1 := by
      rw [← Real.exp_add, show η - x + (x - η) = 0 by ring, Real.exp_zero]
    have h : HasDerivAt (fun y => 1 + Real.exp (η - y)) (Real.exp (η - x) * -1) x :=
      ((hasDerivAt_id' x).const_sub η).exp.const_add 1
    refine (h.log hne).congr_deriv ?_
    unfold occupation
    rw [← neg_div, div_eq_div_iff hne (by positivity)]
    linear_combination -hm
  · rw [abs_of_nonneg (Real.log_nonneg (by linarith)), ← Real.exp_add, ← sub_eq_add_neg]
    linarith [Real.log_le_sub_one_of_pos (show 0 < 1 + Real.exp (η - x) by positivity)]
```

## Integrability and the lowering of a power

The next lemma takes any continuous weight `w` with |w(x)| ≤ C exp(−x) and compares x^j w with the integrand of the Gamma function at j + 1.

```lean
/-- A continuous weight bounded by a multiple of `exp (-x)` is integrable over positive
energies against every power of the energy. -/
theorem integrable_pow_mul (j : ℕ) {w : ℝ → ℝ} {C : ℝ} (hw : Continuous w)
    (hb : ∀ x, |w x| ≤ C * Real.exp (-x)) :
    IntegrableOn (fun x => x ^ j * w x) (Ioi 0) := by
  -- compare with the integrand of the Gamma function
  have h : IntegrableOn (fun x : ℝ => x ^ j * Real.exp (-x)) (Ioi 0) := by
    refine (Real.GammaIntegral_convergent (s := (j : ℝ) + 1) (by positivity)).congr_fun
      (fun x _ => ?_) measurableSet_Ioi
    simp only [add_sub_cancel_right, Real.rpow_natCast]
    ring
  refine Integrable.mono' (Integrable.const_mul h C)
    (by fun_prop : Continuous fun x : ℝ => x ^ j * w x).aestronglyMeasurable ?_
  filter_upwards [ae_restrict_mem measurableSet_Ioi] with x hx
  have hx0 : 0 ≤ x ^ j := pow_nonneg (mem_Ioi.1 hx).le j
  rw [Real.norm_eq_abs, abs_mul, abs_of_nonneg hx0]
  linarith [mul_le_mul_of_nonneg_left (hb x) hx0]
```

Integration by parts is stated for general `w` and `v`, because it is needed for both the density and the pressure. In the proof, `lim` is the boundary term at infinity, `der` is the product rule, and `key` is the fundamental theorem of calculus on the half line.

```lean
/-- Integration by parts over positive energies: if `w' = -v` with `v` continuous and both are
bounded by a multiple of `exp (-x)`, then the integral of `x ^ (j + 1) * v x` is `j + 1` times the
integral of `x ^ j * w x`. -/
theorem integral_by_parts (j : ℕ) {w v : ℝ → ℝ} {C : ℝ} (hv : Continuous v)
    (hd : ∀ x, HasDerivAt w (-v x) x) (hwb : ∀ x, |w x| ≤ C * Real.exp (-x))
    (hvb : ∀ x, |v x| ≤ C * Real.exp (-x)) :
    ∫ x in Ioi (0 : ℝ), x ^ (j + 1) * v x
      = ((j : ℝ) + 1) * ∫ x in Ioi (0 : ℝ), x ^ j * w x := by
  have hw : Continuous w := continuous_iff_continuousAt.2 fun x => (hd x).continuousAt
  have i1 : Integrable (fun x => ((j : ℝ) + 1) * (x ^ j * w x)) (volume.restrict (Ioi 0)) :=
    Integrable.const_mul (integrable_pow_mul j hw hwb) _
  have i2 : Integrable (fun x => x ^ (j + 1) * v x) (volume.restrict (Ioi 0)) :=
    integrable_pow_mul (j + 1) hv hvb
  -- the boundary term at infinity vanishes
  have lim : Tendsto (fun x => x ^ (j + 1) * w x) atTop (𝓝 0) := by
    have h := (Real.tendsto_pow_mul_exp_neg_atTop_nhds_zero (j + 1)).const_mul C
    rw [mul_zero] at h
    refine squeeze_zero_norm' ?_ h
    filter_upwards [eventually_ge_atTop (0 : ℝ)] with x hx
    have hx0 : 0 ≤ x ^ (j + 1) := pow_nonneg hx _
    rw [Real.norm_eq_abs, abs_mul, abs_of_nonneg hx0]
    linarith [mul_le_mul_of_nonneg_left (hwb x) hx0]
  have der : ∀ x ∈ Ici (0 : ℝ), HasDerivAt (fun x => x ^ (j + 1) * w x)
      (((j : ℝ) + 1) * (x ^ j * w x) - x ^ (j + 1) * v x) x := by
    intro x _
    refine ((hasDerivAt_pow (j + 1) x).fun_mul (hd x)).congr_deriv ?_
    simp only [Nat.add_sub_cancel, Nat.cast_add, Nat.cast_one]
    ring
  have key := integral_Ioi_of_hasDerivAt_of_tendsto' der (Integrable.sub i1 i2) lim
  have z : (0 : ℝ) ^ (j + 1) = 0 := by simp
  rw [integral_sub i1 i2, integral_const_mul] at key
  simp only [z, zero_mul] at key
  linarith
```

Applied to the occupation, the integrability lemma gives the first half of the claim. This matters for the meaning of `fermiIntegral`, since Lean assigns the value zero to the integral of a non-integrable function.

```lean
/-- The integrand of every Fermi-Dirac integral is integrable, for every real `η`. -/
theorem integrable_fermi (j : ℕ) (η : ℝ) :
    IntegrableOn (fun x => x ^ j * occupation η x) (Ioi 0) :=
  integrable_pow_mul j
    (continuous_iff_continuousAt.2 fun x => (hasDerivAt_occupation η x).1.continuousAt)
    fun x => (occupation_bounds η x).1
```

## The ladder and the pressure

The theorem is stated for `j + 1`, which covers exactly the orders from one upwards, and it has no hypothesis on η. The term `D` is differentiation under the integral, with `Iio (η + 1)` as the neighbourhood of η and x^(j+1) times the Boltzmann factor at η + 1 as the dominating function. The rewrite with `integral_by_parts` then lowers the power, and the last lines cancel j + 1 against the factorial.

```lean
/-- The derivative ladder: `F_(j+1)` is differentiable at every `η`, with derivative `F_j`. -/
theorem hasDerivAt_fermiIntegral (j : ℕ) (η : ℝ) :
    HasDerivAt (fermiIntegral (j + 1)) (fermiIntegral j η) η := by
  have hc : Continuous (occupation η) :=
    continuous_iff_continuousAt.2 fun x => (hasDerivAt_occupation η x).1.continuousAt
  have hv : Continuous fun x => occupation η x * (1 - occupation η x) :=
    hc.mul (continuous_const.sub hc)
  -- differentiate under the integral, with the Boltzmann factor at `η + 1` in the bound
  have D := (hasDerivAt_integral_of_dominated_loc_of_deriv_le
    (μ := volume.restrict (Ioi (0 : ℝ)))
    (F := fun t x => x ^ (j + 1) * occupation t x)
    (F' := fun t x => x ^ (j + 1) * (occupation t x * (1 - occupation t x)))
    (x₀ := η) (s := Iio (η + 1))
    (bound := fun x => x ^ (j + 1) * (Real.exp (η + 1) * Real.exp (-x)))
    (Iio_mem_nhds (by linarith))
    (Eventually.of_forall fun t => (integrable_fermi (j + 1) t).aestronglyMeasurable)
    (integrable_fermi (j + 1) η)
    ((continuous_pow (j + 1)).mul hv).aestronglyMeasurable
    (by
      filter_upwards [ae_restrict_mem measurableSet_Ioi] with x hx t ht
      have hx0 : 0 ≤ x ^ (j + 1) := pow_nonneg (mem_Ioi.1 hx).le _
      rw [Real.norm_eq_abs, abs_mul, abs_of_nonneg hx0]
      refine mul_le_mul_of_nonneg_left ((occupation_bounds t x).2.trans ?_) hx0
      exact mul_le_mul_of_nonneg_right (Real.exp_le_exp.2 (mem_Iio.1 ht).le)
        (Real.exp_pos _).le)
    (integrable_pow_mul (j + 1) (C := Real.exp (η + 1)) (by fun_prop)
      fun x => (abs_of_pos (by positivity)).le)
    (Eventually.of_forall fun x t _ => (hasDerivAt_occupation t x).2.const_mul _)).2
  have h : HasDerivAt (fermiIntegral (j + 1)) _ η :=
    D.const_mul (1 / ((j + 1).factorial : ℝ))
  refine h.congr_deriv ?_
  -- integrate by parts to recover the occupation
  rw [integral_by_parts j hv (fun x => (hasDerivAt_occupation η x).1)
    (fun x => (occupation_bounds η x).1) (fun x => (occupation_bounds η x).2)]
  unfold fermiIntegral
  have h1 : (j.factorial : ℝ) ≠ 0 := by positivity
  have h2 : (j : ℝ) + 1 ≠ 0 := by positivity
  rw [Nat.factorial_succ]
  push_cast
  field_simp
```

The pressure identity uses the same lemma, now with the logarithm as `w` and the occupation as `v`.

```lean
/-- The reduced pressure of the gas with density of states `x ^ j / j!` is `F_(j+1)`. -/
theorem pressure_eq (j : ℕ) (η : ℝ) : pressure j η = fermiIntegral (j + 1) η := by
  unfold pressure fermiIntegral
  rw [integral_by_parts j
    (continuous_iff_continuousAt.2 fun x => (hasDerivAt_occupation η x).1.continuousAt)
    (fun x => (log_partition η x).1) (fun x => (log_partition η x).2)
    (fun x => (occupation_bounds η x).1)]
  have h1 : (j.factorial : ℝ) ≠ 0 := by positivity
  have h2 : (j : ℝ) + 1 ≠ 0 := by positivity
  rw [Nat.factorial_succ]
  push_cast
  field_simp
```

The two thermodynamic derivatives follow. The second is expressed as the derivative of `deriv (pressure (j + 1))`, so the first derivative must be known as a function; `first` supplies it at every `t`. The density of states has index `j + 1` here. For index zero, the second derivative of the pressure is the band-edge occupation found in the last theorem.

```lean
/-- The derivative of the pressure is the density `F_j`; for density of states
`x ^ (j+1) / (j+1)!` the second derivative of the pressure is `F_j`. -/
theorem hasDerivAt_pressure (j : ℕ) (η : ℝ) :
    HasDerivAt (pressure j) (fermiIntegral j η) η ∧
    HasDerivAt (deriv (pressure (j + 1))) (fermiIntegral j η) η := by
  have first : ∀ (k : ℕ) (t : ℝ), HasDerivAt (pressure k) (fermiIntegral k t) t := by
    intro k t
    rw [show pressure k = fermiIntegral (k + 1) from funext (pressure_eq k)]
    exact hasDerivAt_fermiIntegral k t
  refine ⟨first j η, ?_⟩
  rw [show deriv (pressure (j + 1)) = fermiIntegral (j + 1) from
    funext fun t => (first (j + 1) t).deriv]
  exact hasDerivAt_fermiIntegral j η
```

For the closed form of F_0, the fundamental theorem is applied directly to the logarithm, which tends to zero at high energy. Differentiating the result gives `occupation η 0`.

```lean
/-- The lowest rung: `F_0(η) = log (1 + exp η)`, and its derivative is the occupation of the
level at zero energy. -/
theorem fermiIntegral_zero (η : ℝ) :
    fermiIntegral 0 η = Real.log (1 + Real.exp η) ∧
    HasDerivAt (fermiIntegral 0) (occupation η 0) η := by
  have closed : ∀ t : ℝ, fermiIntegral 0 t = Real.log (1 + Real.exp t) := by
    intro t
    have hi : IntegrableOn (fun x => occupation t x) (Ioi 0) := by
      have h := integrable_fermi 0 t
      simp only [pow_zero, one_mul] at h
      exact h
    have lim : Tendsto (fun x => Real.log (1 + Real.exp (t - x))) atTop (𝓝 0) := by
      have h := (Real.tendsto_pow_mul_exp_neg_atTop_nhds_zero 0).const_mul (Real.exp t)
      simp only [pow_zero, one_mul, mul_zero] at h
      exact squeeze_zero_norm' (Eventually.of_forall fun x => (log_partition t x).2) h
    have key := integral_Ioi_of_hasDerivAt_of_tendsto' (a := (0 : ℝ))
      (fun x _ => (log_partition t x).1) (Integrable.neg hi) lim
    rw [integral_neg] at key
    simp only [sub_zero] at key
    simp only [fermiIntegral, Nat.factorial_zero, Nat.cast_one, div_one, one_mul, pow_zero]
    linarith
  refine ⟨closed η, ?_⟩
  rw [show fermiIntegral 0 = fun t => Real.log (1 + Real.exp t) from funext closed]
  have hne : 1 + Real.exp η ≠ 0 := by positivity
  have hm : Real.exp η * Real.exp (0 - η) = 1 := by
    rw [← Real.exp_add, show η + (0 - η) = 0 by ring, Real.exp_zero]
  refine (((Real.hasDerivAt_exp η).const_add 1).log hne).congr_deriv ?_
  unfold occupation
  rw [div_eq_div_iff hne (by positivity)]
  linear_combination hm

end

end FermiDiracLadder
```

```lean
#print axioms FermiDiracLadder.hasDerivAt_fermiIntegral
#print axioms FermiDiracLadder.hasDerivAt_pressure
#print axioms FermiDiracLadder.fermiIntegral_zero
```

```
'FermiDiracLadder.hasDerivAt_fermiIntegral' depends on axioms: [propext, Classical.choice, Quot.sound]
'FermiDiracLadder.hasDerivAt_pressure' depends on axioms: [propext, Classical.choice, Quot.sound]
'FermiDiracLadder.fermiIntegral_zero' depends on axioms: [propext, Classical.choice, Quot.sound]
```
